# Uniformly random signs on a finite set of bands average pairwise to the Kronecker delta

Give each band of a finite set a sign, +1 or −1, and sum the product of the signs of bands m and n over all sign vectors. `sign_correlation` says that this unnormalised sum is 2^N for m = n, where N is the number of bands, and zero otherwise; dividing by 2^N gives the average δ_mn. For equal bands the proof uses that every sign squares to one. For distinct bands it flips the sign of band m, which permutes the sign vectors but reverses every term, so that the sum equals its own negative.

Lean 4 with Mathlib refuses this proof:

```lean
import Mathlib

open Finset

namespace StochasticPseudobands

noncomputable section

variable {ι H : Type*} [Fintype ι] [DecidableEq ι]
  [NormedAddCommGroup H] [InnerProductSpace ℂ H]

/-- The sign `+1` or `-1` encoded by a Boolean. -/
def sgn (b : Bool) : ℂ := if b then 1 else -1

/-- Summed over all sign vectors, the product of two signs vanishes for distinct bands
and gives the number of sign vectors for equal bands. -/
theorem sign_correlation (m n : ι) :
    ∑ θ : ι → Bool, sgn (θ m) * sgn (θ n) =
      if m = n then (2 : ℂ) ^ Fintype.card ι else 0 := by
  split_ifs with h
  · subst h
    have h1 : ∀ b, sgn b * sgn b = 1 := by
      intro b
      cases b <;> simp [sgn]
    simp [h1]
  · -- flipping the sign of band `m` reverses every term
    have hinv : Function.Involutive
        (fun θ : ι → Bool => Function.update θ m (!θ m)) := by
      intro θ
      simp
    have hs := Equiv.sum_comp hinv.toPerm (fun θ => sgn (θ m) * sgn (θ n))
    have hnot : ∀ b, sgn (!b) = -sgn b := by
      intro b
      cases b <;> simp [sgn]
    have hneg : ∀ θ : ι → Bool, sgn (hinv.toPerm θ m) * sgn (hinv.toPerm θ n) =
        -(sgn (θ m) * sgn (θ n)) := by
      intro θ
      have h1 : hinv.toPerm θ m = !θ m := by
        change Function.update θ m (!θ m) m = _
        simp
      have h2 : hinv.toPerm θ n = θ n := Function.update_of_ne (Ne.symm h) _ _
      rw [h1, h2, hnot]
      ring
    simp only [hneg, Finset.sum_neg_distrib] at hs
    linear_combination (-1 / 2 : ℂ) * hs

end

end StochasticPseudobands
```

Messages:

```
Main.lean:35:51: error: Application type mismatch: The argument
  m
has type
  ι
of sort `Type u_1` but is expected to have type
  Bool
of sort `Type` in the application
  (Function.Involutive.toPerm ?m.145 ?m.146) m
Main.lean:35:75: error: Application type mismatch: The argument
  n
has type
  ι
of sort `Type u_1` but is expected to have type
  Bool
of sort `Type` in the application
  (Function.Involutive.toPerm ?m.151 ?m.152) n
Main.lean:35:61: error: Application type mismatch: The argument
  hinv
has type
  Function.Involutive.{u_1 + 1} fun θ => Function.update θ m !θ m
but is expected to have type
  Function.Involutive.{1} ?m.151
in the application
  Function.Involutive.toPerm ?m.151 hinv
```

Lean accepts the file once it reads:

```diff
@@ -29,15 +29,17 @@
       intro θ
       simp
-    have hs := Equiv.sum_comp hinv.toPerm (fun θ => sgn (θ m) * sgn (θ n))
+    have hs : ∑ θ : ι → Bool, sgn (Function.update θ m (!θ m) m) *
+        sgn (Function.update θ m (!θ m) n) = ∑ θ : ι → Bool, sgn (θ m) * sgn (θ n) :=
+      Equiv.sum_comp (Function.Involutive.toPerm _ hinv)
+        (fun θ : ι → Bool => sgn (θ m) * sgn (θ n))
     have hnot : ∀ b, sgn (!b) = -sgn b := by
       intro b
       cases b <;> simp [sgn]
-    have hneg : ∀ θ : ι → Bool, sgn (hinv.toPerm θ m) * sgn (hinv.toPerm θ n) =
-        -(sgn (θ m) * sgn (θ n)) := by
+    have hneg : ∀ θ : ι → Bool, sgn (Function.update θ m (!θ m) m) *
+        sgn (Function.update θ m (!θ m) n) = -(sgn (θ m) * sgn (θ n)) := by
       intro θ
-      have h1 : hinv.toPerm θ m = !θ m := by
-        change Function.update θ m (!θ m) m = _
-        simp
-      have h2 : hinv.toPerm θ n = θ n := Function.update_of_ne (Ne.symm h) _ _
+      have h1 : Function.update θ m (!θ m) m = !θ m := by simp
+      have h2 : Function.update θ m (!θ m) n = θ n :=
+        Function.update_of_ne (Ne.symm h) _ _
       rw [h1, h2, hnot]
       ring
```

Cause. All three messages fall on the statement of `hneg`, in the two terms `hinv.toPerm θ m` and `hinv.toPerm θ n`. `Function.Involutive.toPerm` takes two explicit arguments, the function and then the proof that it is an involution. Dot notation puts `hinv` in the second place, so the next argument written, `θ`, fills the first: it is read as the involution, not as the vector to be flipped. Lean then takes the permutation to act on `Bool`, and so rejects the bands `m` and `n` as its arguments, and `hinv` as a proof about a map on `Bool`.

The repair writes the flipped vector in `hneg` as `Function.update θ m (!θ m)`, with no `toPerm` in it. `hs`, which drew no message, is now stated in the same form, so that `simp only [hneg, ...]` finds the terms it must rewrite; its proof calls `Function.Involutive.toPerm _ hinv`, with the function's place filled by `_`. `h1` and `h2` are restated to match, and the `change` step is no longer needed.
